# Real orbitals span every eigenspace of a finite Hermitian matrix with Gamma-point symmetry

Let \(S\) be a finite set of plane-wave labels with an involution \(\sigma\), which stands for \(G\mapsto -G\). Let \(H\) be a Hermitian matrix on \(S\) with \(H(\sigma G,\sigma G')=\overline{H(G,G')}\). Then every eigenspace of \(H\) is the complex span of the vectors in it with \(c(\sigma G)=\overline{c(G)}\), and \(\langle c,Hc'\rangle\) is real for any two vectors of that kind, eigenvectors or not.

For a one-electron Hamiltonian at the Gamma point that consists of the kinetic energy and a fixed, real local potential, with no magnetic field or spin–orbit coupling, in a finite plane-wave basis that contains \(-G\) with every \(G\), this means that the orbitals can be chosen real in space, so one coefficient from each pair \(\pm G\) is enough to store them.

## A finite basis closed under \(G\mapsto -G\)

An orbital \(\psi(r)=\sum_G c(G)e^{iG\cdot r}\) is a function `c : S → ℂ`, with no normalisation imposed. Complex conjugation of \(\psi\) acts on the coefficients as

\[
(\Theta c)(G)=\overline{c(\sigma G)},
\]

which is `reflectConj σ c`. The orbital is real exactly when \(\Theta c=c\), and `IsRealOrbital` states this as \(c(\sigma G)=\overline{c(G)}\).

In Lean 4 with Mathlib:

```lean
import Mathlib

open Matrix
open scoped ComplexConjugate ComplexOrder

namespace GammaPointRealOrbitals

noncomputable section

variable {S : Type*}

/-- Complex conjugation of an orbital in real space, written for its plane-wave coefficients:
`c(G)` becomes the conjugate of `c(-G)`, where `σ` is the map `G ↦ -G`. -/
def reflectConj (σ : S → S) (c : S → ℂ) : S → ℂ := fun G => conj (c (σ G))

/-- The coefficients of a real orbital: `c(-G)` is the conjugate of `c(G)`. -/
def IsRealOrbital (σ : S → S) (c : S → ℂ) : Prop := ∀ G, c (σ G) = conj (c G)
```

The hypothesis `Function.Involutive σ` says that \(\sigma(\sigma G)=G\). Physically, the basis contains \(-G\) whenever it contains \(G\), as a spherical cutoff centred at zero ensures. The derivation uses it twice: to relabel sums by \(G'\mapsto\sigma G'\), and to get \(\Theta^2=1\). In the proofs these are `Equiv.sum_comp` and the rewriting with `hσ G`.

Without it the span statement fails. Let \(\sigma\) permute three labels cyclically and let \(H\) be the identity. The reality condition then forces \(c(\sigma\sigma G)=c(G)\), so \(c\) is constant, and the real orbitals span one dimension of a three-dimensional eigenspace.

Finiteness makes \(H\) a matrix and every sum finite. An infinite basis would bring in convergence and the domain of the kinetic energy, which are not treated here.

## Matrix elements that conjugate under \(G\mapsto -G\)

The condition `HasGammaSymmetry` says that the Hamiltonian maps real functions to real functions. The Hamiltonian to keep in mind is the second definition below, in atomic units, where `g` assigns a wave vector to each label and `V` gives the Fourier components of a local potential.

```lean
/-- The Gamma-point symmetry of a matrix: `H(-G,-G')` is the conjugate of `H(G,G')`. -/
def HasGammaSymmetry (σ : S → S) (H : Matrix S S ℂ) : Prop :=
  ∀ G G', H (σ G) (σ G') = conj (H G G')

/-- The plane-wave Hamiltonian at the Gamma point in atomic units: kinetic energy `|G|²/2` on the
diagonal plus the Fourier component `V(G - G')` of a local potential. -/
def planeWaveHamiltonian [DecidableEq S] (g : S → EuclideanSpace ℝ (Fin 3))
    (V : EuclideanSpace ℝ (Fin 3) → ℂ) : Matrix S S ℂ :=
  fun G G' => (if G = G' then ((‖g G‖ ^ 2 / 2 : ℝ) : ℂ) else 0) + V (g G - g G')
```

The derivation uses the symmetry to show that \(H\) commutes with \(\Theta\):

\[
(\Theta Hc)(G)=\sum_{G'}\overline{H(\sigma G,G')}\,\overline{c(G')}
=\sum_{G'}\overline{H(\sigma G,\sigma G')}\,\overline{c(\sigma G')}
=\sum_{G'}H(G,G')\,\overline{c(\sigma G')}=(H\Theta c)(G).
\]

The second equality relabels the sum and the third is the symmetry. In the proof, `rw [hS, Complex.conj_conj]` is that third equality, applied term by term.

```lean
variable [Fintype S] {σ : S → S} {H : Matrix S S ℂ}

/-- A matrix with the Gamma-point symmetry commutes with complex conjugation in real space. -/
theorem mulVec_reflectConj (hσ : Function.Involutive σ) (hS : HasGammaSymmetry σ H)
    (c : S → ℂ) : H *ᵥ reflectConj σ c = reflectConj σ (H *ᵥ c) := by
  ext G
  simp only [reflectConj, Matrix.mulVec, dotProduct, map_sum, map_mul]
  -- relabel the summation index by `G' ↦ -G'`
  refine Eq.trans ?_ (Equiv.sum_comp (Function.Involutive.toPerm σ hσ)
    (fun G' => conj (H (σ G) G') * conj (c G')))
  refine Finset.sum_congr rfl fun G' _ => ?_
  change _ = conj (H (σ G) (σ G')) * conj (c (σ G'))
  rw [hS, Complex.conj_conj]
```

Now let \(c\) and \(c'\) be real orbitals and put \(d=Hc'\). Since \(\Theta d=H\Theta c'=d\), the vector \(d\) is again a real orbital, and

\[
\overline{\langle c,d\rangle}=\sum_G c(G)\,\overline{d(G)}
=\sum_G\overline{c(\sigma G)}\,d(\sigma G)=\sum_G\overline{c(G)}\,d(G)=\langle c,d\rangle .
\]

The inner product is written `star c ⬝ᵥ H *ᵥ c'`, conjugate-linear in the first vector. The proof establishes `hfix` (\(\Theta c'=c'\)) and `hd` (\(d\) is real), then relabels the sum as above. Hermiticity is not among the hypotheses of this theorem.

```lean
/-- Between two real orbitals, every matrix element of a matrix with the Gamma-point symmetry
is real. -/
theorem matrixElement_im_eq_zero (hσ : Function.Involutive σ) (hS : HasGammaSymmetry σ H)
    {c c' : S → ℂ} (hc : IsRealOrbital σ c) (hc' : IsRealOrbital σ c') :
    (star c ⬝ᵥ H *ᵥ c').im = 0 := by
  -- `H c'` is again a real orbital
  have hfix : reflectConj σ c' = c' := by
    ext G
    rw [reflectConj, hc' G, Complex.conj_conj]
  have hd : IsRealOrbital σ (H *ᵥ c') := by
    intro G
    have h := congrFun (mulVec_reflectConj hσ hS c') G
    rw [hfix] at h
    rw [h, reflectConj, Complex.conj_conj]
  -- the sum equals its own conjugate after relabelling
  apply Complex.conj_eq_iff_im.1
  generalize H *ᵥ c' = d at hd
  simp only [dotProduct, Pi.star_apply, map_sum, map_mul]
  refine Eq.trans ?_ (Equiv.sum_comp (Function.Involutive.toPerm σ hσ)
    (fun G => star (c G) * d G))
  refine Finset.sum_congr rfl fun G _ => ?_
  change _ = star (c (σ G)) * d (σ G)
  rw [hc G, hd G]
  rfl
```

Without the symmetry both conclusions can fail, as the matrix \(\mathrm{diag}(0,1)\) at the end of this note shows.

## Hermiticity keeps \(\Theta c\) in the same eigenspace

Hermiticity makes every eigenvalue real. If \(Hc=\mu c\) with \(c\neq0\), then

\[
\mu\langle c,c\rangle=\langle c,Hc\rangle=\langle Hc,c\rangle=\bar\mu\langle c,c\rangle ,
\]

so \(\mu=\bar\mu\), and therefore

\[
H\Theta c=\Theta Hc=\Theta(\mu c)=\bar\mu\,\Theta c=\mu\,\Theta c .
\]

The proof follows these lines: `hH.eq` gives the middle equality of the first display, and `mul_right_cancel₀` cancels \(\langle c,c\rangle\). The zero vector is treated separately.

```lean
/-- For a Hermitian matrix with the Gamma-point symmetry, complex conjugation in real space maps
each eigenspace into itself. -/
theorem reflectConj_eigenvector (hσ : Function.Involutive σ) (hH : H.IsHermitian)
    (hS : HasGammaSymmetry σ H) {μ : ℂ} {c : S → ℂ} (h : H *ᵥ c = μ • c) :
    H *ᵥ reflectConj σ c = μ • reflectConj σ c := by
  by_cases hc : c = 0
  · have h0 : reflectConj σ c = 0 := by
      ext G
      simp [reflectConj, hc]
    rw [h0, Matrix.mulVec_zero, smul_zero]
  · -- Hermiticity makes the eigenvalue real
    have hμ : μ = star μ := by
      have e : star c ⬝ᵥ H *ᵥ c = star (H *ᵥ c) ⬝ᵥ c := by
        rw [Matrix.star_mulVec, hH.eq, Matrix.dotProduct_mulVec]
      rw [h, star_smul, dotProduct_smul, smul_dotProduct, smul_eq_mul, smul_eq_mul] at e
      exact mul_right_cancel₀ (fun h0 => hc (dotProduct_star_self_eq_zero.1 h0)) e
    rw [mulVec_reflectConj hσ hS, h]
    ext G
    change conj (μ * c (σ G)) = μ * conj (c (σ G))
    rw [map_mul]
    congr 1
    exact hμ.symm
```

Without Hermiticity, \(\Theta\) sends the eigenspace of \(\mu\) to that of \(\bar\mu\). On two labels exchanged by \(\sigma\), the matrix \(\mathrm{diag}(i,-i)\) has the Gamma-point symmetry. Its eigenspace for \(i\) consists of the multiples of \((1,0)\), and none of these except zero is a real orbital.

With \(c\) and \(\Theta c\) in the same eigenspace, set

\[
a=\tfrac12(c+\Theta c),\qquad b=-\tfrac{i}{2}(c-\Theta c).
\]

Both solve the eigenvalue equation by linearity. Because \(\Theta\) is antilinear and \(\Theta^2=1\), we have \(\Theta a=a\) and \(\Theta b=\tfrac{i}{2}(\Theta c-c)=b\). Finally \(a+ib=c\). These are the real and imaginary parts of \(\psi\), and the five goals in the next proof are these five facts.

```lean
/-- Every eigenvector of a Hermitian matrix with the Gamma-point symmetry is `a + i b`, where `a`
and `b` are real orbitals that satisfy the same eigenvalue equation. -/
theorem eigenvector_real_parts (hσ : Function.Involutive σ) (hH : H.IsHermitian)
    (hS : HasGammaSymmetry σ H) {μ : ℂ} {c : S → ℂ} (h : H *ᵥ c = μ • c) :
    ∃ a b : S → ℂ, (IsRealOrbital σ a ∧ H *ᵥ a = μ • a) ∧
      (IsRealOrbital σ b ∧ H *ᵥ b = μ • b) ∧ c = a + Complex.I • b := by
  have hd := reflectConj_eigenvector hσ hH hS h
  refine ⟨(1 / 2 : ℂ) • (c + reflectConj σ c), (-Complex.I / 2) • (c - reflectConj σ c),
    ⟨fun G => ?_, ?_⟩, ⟨fun G => ?_, ?_⟩, ?_⟩
  · simp only [Pi.smul_apply, Pi.add_apply, reflectConj, smul_eq_mul, map_mul, map_add,
      map_div₀, map_one, map_ofNat, Complex.conj_conj, hσ G]
    ring
  · rw [Matrix.mulVec_smul, Matrix.mulVec_add, h, hd]
    module
  · simp only [Pi.smul_apply, Pi.sub_apply, reflectConj, smul_eq_mul, map_mul, map_sub,
      map_div₀, map_neg, map_ofNat, Complex.conj_I, Complex.conj_conj, hσ G]
    ring
  · rw [Matrix.mulVec_smul, Matrix.mulVec_sub, h, hd]
    module
  · ext G
    simp only [Pi.smul_apply, Pi.add_apply, Pi.sub_apply, smul_eq_mul]
    linear_combination (1 / 2 * (c G - reflectConj σ c G)) * Complex.I_sq
```

The main theorem collects the results. `Module.End.eigenspace H.mulVecLin μ` is the space of solutions of \(Hc=\mu c\), for any complex \(\mu\); if \(\mu\) is not an eigenvalue, both sides of the equality are the zero space. One inclusion holds because the spanning vectors are themselves solutions, and the other is the decomposition \(c=a+ib\). The theorem speaks of a span and does not assert an orthonormal basis of real orbitals.

```lean
/-- For a Hermitian matrix with the Gamma-point symmetry, every eigenspace is the complex span of
the real orbitals in it, and all matrix elements between real orbitals are real. -/
theorem eigenspace_spanned_by_real_orbitals (hσ : Function.Involutive σ) (hH : H.IsHermitian)
    (hS : HasGammaSymmetry σ H) :
    (∀ μ : ℂ, Submodule.span ℂ {c | IsRealOrbital σ c ∧ H *ᵥ c = μ • c} =
      Module.End.eigenspace H.mulVecLin μ) ∧
    ∀ c c' : S → ℂ, IsRealOrbital σ c → IsRealOrbital σ c' →
      (star c ⬝ᵥ H *ᵥ c').im = 0 := by
  refine ⟨fun μ => le_antisymm ?_ ?_, fun c c' => matrixElement_im_eq_zero hσ hS⟩
  · exact Submodule.span_le.2 fun c hc => Module.End.mem_eigenspace_iff.2 hc.2
  · intro c hc
    obtain ⟨a, b, ha, hb, hab⟩ :=
      eigenvector_real_parts hσ hH hS (Module.End.mem_eigenspace_iff.1 hc)
    rw [hab]
    exact Submodule.add_mem _ (Submodule.subset_span ha)
      (Submodule.smul_mem _ _ (Submodule.subset_span hb))
```

## A nondegenerate orbital is real up to a phase

The hypothesis `hone` says that every solution for \(\mu\) is a multiple of \(c\). Write \(c=a+ib\) as before. If \(a=0\), then \(c=ib\), which is a phase times a real orbital. Otherwise `hone` gives \(a=zc\) with \(z\neq0\), and

\[
c=\frac{|z|}{z}\cdot\frac{a}{|z|},
\]

where the first factor has modulus one and the second is a real orbital, since \(|z|\) is real. The proof makes the same case split and uses the same two factors.

```lean
/-- If all solutions of the eigenvalue equation are multiples of `c`, then `c` is a real orbital
times a phase factor, for a Hermitian matrix with the Gamma-point symmetry. -/
theorem nondegenerate_eq_phase_smul_real (hσ : Function.Involutive σ) (hH : H.IsHermitian)
    (hS : HasGammaSymmetry σ H) {μ : ℂ} {c : S → ℂ} (h : H *ᵥ c = μ • c)
    (hone : ∀ d : S → ℂ, H *ᵥ d = μ • d → ∃ z : ℂ, d = z • c) :
    ∃ (u : ℂ) (r : S → ℂ), ‖u‖ = 1 ∧ IsRealOrbital σ r ∧ c = u • r := by
  obtain ⟨a, b, ha, hb, hab⟩ := eigenvector_real_parts hσ hH hS h
  by_cases ha0 : a = 0
  · exact ⟨Complex.I, b, Complex.norm_I, hb.1, by rw [hab, ha0, zero_add]⟩
  · obtain ⟨z, hz⟩ := hone a ha.2
    have hz0 : z ≠ 0 := fun h0 => ha0 (by rw [hz, h0, zero_smul])
    have hn : ‖z‖ ≠ 0 := norm_ne_zero_iff.2 hz0
    have hn' : (‖z‖ : ℂ) ≠ 0 := Complex.ofReal_ne_zero.2 hn
    -- split `1/z` into a phase and a positive scale
    refine ⟨(‖z‖ : ℂ) * z⁻¹, (‖z‖ : ℂ)⁻¹ • a, ?_, fun G => ?_, ?_⟩
    · rw [norm_mul, norm_inv, Complex.norm_real, norm_norm, mul_inv_cancel₀ hn]
    · simp only [Pi.smul_apply, smul_eq_mul, map_mul, map_inv₀, Complex.conj_ofReal, ha.1 G]
    · have e : (‖z‖ : ℂ) * z⁻¹ * (‖z‖ : ℂ)⁻¹ * z = 1 := by
        field_simp
      rw [hz, smul_smul, smul_smul, e, one_smul]
```

With degeneracy this fails for some eigenvectors. For the identity matrix on two exchanged labels, \((1,0)\) is an eigenvector, but a phase times a real orbital has coefficients of equal modulus at \(G\) and \(-G\).

## A real local potential gives both matrix conditions

The hypothesis `hg` says that `σ` reverses the wave vector, and `hV`, \(V(-q)=\overline{V(q)}\), says that the potential is real in space. Write \(g_G\) for the wave vector of label \(G\). For the potential part,

\[
\overline{V(g_{G'}-g_G)}=V(g_G-g_{G'}),\qquad
V(g_{\sigma G}-g_{\sigma G'})=V(-(g_G-g_{G'}))=\overline{V(g_G-g_{G'})}.
\]

The first equation is Hermiticity and the second is the Gamma-point symmetry. The kinetic term is real, diagonal and unchanged by \(g_G\mapsto-g_G\). In the proof the two equations are the facts named `e`, and the case split on `G = G'` handles the kinetic term.

```lean
omit [Fintype S] in
/-- On a set of wave vectors closed under `G ↦ -G`, the plane-wave Hamiltonian of a potential with
`V(-q)` conjugate to `V(q)` is Hermitian and has the Gamma-point symmetry. -/
theorem planeWaveHamiltonian_symmetry [DecidableEq S] (hσ : Function.Involutive σ)
    {g : S → EuclideanSpace ℝ (Fin 3)} {V : EuclideanSpace ℝ (Fin 3) → ℂ}
    (hg : ∀ G, g (σ G) = -g G) (hV : ∀ q, V (-q) = conj (V q)) :
    (planeWaveHamiltonian g V).IsHermitian ∧
      HasGammaSymmetry σ (planeWaveHamiltonian g V) := by
  constructor
  · refine Matrix.IsHermitian.ext fun G G' => ?_
    change conj (planeWaveHamiltonian g V G' G) = planeWaveHamiltonian g V G G'
    have e : V (g G - g G') = conj (V (g G' - g G)) := by rw [← hV, neg_sub]
    simp only [planeWaveHamiltonian, map_add, e]
    by_cases hGG : G = G'
    · subst hGG
      rw [if_pos rfl, Complex.conj_ofReal]
    · rw [if_neg hGG, if_neg (Ne.symm hGG), map_zero]
  · intro G G'
    have e : V (-g G - -g G') = conj (V (g G - g G')) := by
      rw [← hV]
      congr 1
      abel
    simp only [planeWaveHamiltonian, map_add, hg, norm_neg, e, hσ.injective.eq_iff]
    by_cases hGG : G = G'
    · rw [if_pos hGG, Complex.conj_ofReal]
    · rw [if_neg hGG, map_zero]
```

If the potential has an imaginary part in space, as an absorbing potential does, `hV` fails, and Hermiticity is generally lost with it. Nonlocal pseudopotentials, spin–orbit coupling and overlap matrices are not modelled here, although the main theorem applies to any matrix that meets its two conditions.

The symmetry does not require real matrix entries. The next theorem gives a two-wave matrix with imaginary off-diagonal elements that satisfies all the hypotheses; `![1, 0]` is the map that exchanges labels 0 and 1.

```lean
/-- For two plane waves exchanged by `G ↦ -G`, the matrix with rows `(1, i)` and `(-i, 1)` is
Hermitian and has the Gamma-point symmetry. -/
theorem gammaSymmetry_witness :
    Function.Involutive (![1, 0] : Fin 2 → Fin 2) ∧
    (!![1, Complex.I; -Complex.I, 1] : Matrix (Fin 2) (Fin 2) ℂ).IsHermitian ∧
    HasGammaSymmetry ![1, 0] !![1, Complex.I; -Complex.I, 1] := by
  refine ⟨fun i => by fin_cases i <;> rfl, Matrix.IsHermitian.ext fun i j => ?_, fun i j => ?_⟩
  · fin_cases i <;> fin_cases j <;> simp
  · fin_cases i <;> fin_cases j <;> simp
```

## Unequal energies at \(G\) and \(-G\) can remove the real eigenvectors

The matrix \(\mathrm{diag}(0,1)\) on two exchanged labels is Hermitian but lacks the symmetry, which would require equal diagonal entries. Unequal entries of this sort arise away from the Gamma point, where the kinetic energies \(|k+G|^2/2\) and \(|k-G|^2/2\) generally differ. There the orbital is \(e^{ik\cdot r}\sum_G c(G)e^{iG\cdot r}\), and the condition \(c(\sigma G)=\overline{c(G)}\) says that the periodic factor is real, not the orbital itself. The example therefore does not decide whether orbitals at such a \(k\) can be chosen real in space.

The vector \((0,1)\) is an eigenvector with eigenvalue 1. Any solution of \(Hc=c\) has \(c(0)=0\), and reality then gives \(c(1)=\overline{c(0)}=0\), so no nonzero real orbital lies in that eigenspace. In the proof these two steps are `h0` and `h1`. Matrix elements can also become complex: the real orbitals \(c=(1,1)\) and \(c'=(i,-i)\) give \(\langle c,Hc'\rangle=-i\), a value computed here by hand and not part of the theorem.

```lean
/-- The Hermitian matrix `diag(0, 1)` on two plane waves exchanged by `G ↦ -G` has the eigenvector
`(0, 1)` with eigenvalue 1, but no nonzero real orbital satisfies that eigenvalue equation. -/
theorem hermitian_without_real_eigenvector :
    (!![0, 0; 0, 1] : Matrix (Fin 2) (Fin 2) ℂ).IsHermitian ∧
    (!![0, 0; 0, 1] : Matrix (Fin 2) (Fin 2) ℂ) *ᵥ ![0, 1] = ![0, 1] ∧
    ∀ c : Fin 2 → ℂ, IsRealOrbital ![1, 0] c →
      (!![0, 0; 0, 1] : Matrix (Fin 2) (Fin 2) ℂ) *ᵥ c = c → c = 0 := by
  refine ⟨Matrix.IsHermitian.ext fun i j => ?_, ?_, fun c hc h => ?_⟩
  · fin_cases i <;> fin_cases j <;> simp
  · ext i
    fin_cases i <;> simp [Matrix.mulVec, dotProduct, Fin.sum_univ_two]
  · have h0 : c 0 = 0 := by
      simpa [Matrix.mulVec, dotProduct, Fin.sum_univ_two] using (congrFun h 0).symm
    -- reality ties the two coefficients together
    have h1 : c 1 = conj (c 0) := hc 0
    rw [h0, map_zero] at h1
    ext i
    fin_cases i
    · exact h0
    · exact h1

end

end GammaPointRealOrbitals
```

```lean
#print axioms GammaPointRealOrbitals.eigenspace_spanned_by_real_orbitals
-- 'GammaPointRealOrbitals.eigenspace_spanned_by_real_orbitals' depends on axioms: [propext, Classical.choice, Quot.sound]
#print axioms GammaPointRealOrbitals.nondegenerate_eq_phase_smul_real
-- 'GammaPointRealOrbitals.nondegenerate_eq_phase_smul_real' depends on axioms: [propext, Classical.choice, Quot.sound]
#print axioms GammaPointRealOrbitals.planeWaveHamiltonian_symmetry
-- 'GammaPointRealOrbitals.planeWaveHamiltonian_symmetry' depends on axioms: [propext, Classical.choice, Quot.sound]
#print axioms GammaPointRealOrbitals.hermitian_without_real_eigenvector
-- 'GammaPointRealOrbitals.hermitian_without_real_eigenvector' depends on axioms: [propext, Classical.choice, Quot.sound]
```
